# A Coulomb potential cut off at a finite radius has a finite kernel at G = 0

In a periodic electrostatics calculation, the energy of a charge density with Fourier coefficients $\rho(\mathbf G)$ is, up to a constant prefactor, a sum over reciprocal vectors of $|\rho(\mathbf G)|^2$ times the Coulomb kernel $4\pi/G^2$, where $G=|\mathbf G|$. At $\mathbf G=0$ the kernel divides by zero, while $\rho(0)$ is proportional to the total charge, which need not vanish. If the potential $1/r$ is set to zero beyond a radius $R_c>0$, the kernel at $G=0$ becomes the finite number $2\pi R_c^2$.

```lean
import Mathlib

open Filter MeasureTheory
open scoped Real Topology

namespace TruncatedCoulombKernel

noncomputable section
```

The truncated potential is $v(r)=1/r$ for $r\le R_c$ and $0$ beyond, in Gaussian-type units with unit charges.

```lean
/-- The Coulomb potential `1/r`, set to zero beyond the cutoff radius `Rc`. -/
def truncatedCoulomb (Rc r : ℝ) : ℝ := if r ≤ Rc then 1 / r else 0
```

For a spherical potential, the angular part of the Fourier integral can be done first. With $u$ the cosine of the angle between $\mathbf G$ and $\mathbf r$,

$$\int v(r)\,e^{-i\mathbf G\cdot\mathbf r}\,d^3r = 2\pi\int_0^\infty r^2v(r)\int_{-1}^{1}e^{-iGru}\,du\,dr = 4\pi\int_0^\infty r^2v(r)\,\mathrm{sinc}(Gr)\,dr .$$

Here $\mathrm{sinc}\,x=\sin x/x$ for $x\ne0$ and $\mathrm{sinc}\,0=1$. The file takes the last expression as its definition, so the angular integration is an input and not a theorem. There is no prefactor $(2\pi)^{-3/2}$ and no cell volume. `G` is any real number, and the physical case is $G\ge0$.

```lean
/-- The three-dimensional Fourier transform of an integrable spherical potential `v` at wave number
`G`, written as a radial integral; `sinc x` is `sin x / x`, with value `1` at `x = 0`. -/
def radialTransform (v : ℝ → ℝ) (G : ℝ) : ℝ :=
  4 * π * ∫ r in Set.Ioi (0 : ℝ), r ^ 2 * v r * Real.sinc (G * r)
```

Write $K(G)$ for `radialTransform (truncatedCoulomb Rc) G`. Each theorem about $K$ carries the hypothesis `hRc : 0 < Rc`.

## (a) The cutoff shortens the integral

**Task.** Show that $K(G)=4\pi\int_0^{R_c} r\,\mathrm{sinc}(Gr)\,dr$.

**Solution.** Beyond $R_c$ the integrand is zero. For $0<r\le R_c$, $r^2\cdot(1/r)=r$.

Lean writes the cutoff as an indicator function on $r\le R_c$, then compares the integrands pointwise for $r>0$, with one case on each side of the cutoff.

```lean
/-- For the truncated Coulomb potential the radial integral runs only up to the cutoff, and
the volume element leaves a single factor `r`. -/
theorem transform_eq_integral_to_cutoff {Rc : ℝ} (hRc : 0 < Rc) (G : ℝ) :
    radialTransform (truncatedCoulomb Rc) G
      = 4 * π * ∫ r in (0 : ℝ)..Rc, r * Real.sinc (G * r) := by
  unfold radialTransform
  rw [intervalIntegral.integral_of_le hRc.le]
  congr 1
  rw [← Set.Ioi_inter_Iic, ← setIntegral_indicator measurableSet_Iic]
  apply setIntegral_congr_fun measurableSet_Ioi
  intro r hr
  have hr0 : r ≠ 0 := (Set.mem_Ioi.mp hr).ne'
  have e : r ^ 2 * (1 / r) = r := by field_simp
  by_cases hc : r ≤ Rc
  · simp only [truncatedCoulomb, Set.indicator, Set.mem_Iic, if_pos hc, e]
  · simp only [truncatedCoulomb, Set.indicator, Set.mem_Iic, if_neg hc, mul_zero, zero_mul]
```

## (b) The closed form at nonzero wave number

**Task.** For $G\neq0$, evaluate the integral.

**Solution.** Let $F(r)=-\cos(Gr)/G^2$. Then $F'(r)=\sin(Gr)/G=r\,\mathrm{sinc}(Gr)$, also at $r=0$, where both sides vanish. Hence

$$K(G)=4\pi\,[F(R_c)-F(0)]=\frac{4\pi\,(1-\cos GR_c)}{G^2}.$$

In the proof, `hd` is the derivative of $F$ and `hc` the continuity of the integrand. Together they supply what the fundamental theorem of calculus needs.

```lean
/-- At nonzero wave number the truncated Coulomb potential has the transform
`4π (1 - cos (G Rc)) / G²`. -/
theorem transform_of_ne_zero {Rc G : ℝ} (hRc : 0 < Rc) (hG : G ≠ 0) :
    radialTransform (truncatedCoulomb Rc) G
      = 4 * π * (1 - Real.cos (G * Rc)) / G ^ 2 := by
  rw [transform_eq_integral_to_cutoff hRc]
  -- an antiderivative of the radial integrand
  have hd : ∀ r ∈ Set.uIcc (0 : ℝ) Rc,
      HasDerivAt (fun r : ℝ => -Real.cos (G * r) / G ^ 2) (r * Real.sinc (G * r)) r := by
    intro r _
    have h1 : HasDerivAt (fun r : ℝ => G * r) G r := by
      simpa using (hasDerivAt_id' r).const_mul G
    refine (h1.cos.fun_neg.div_const (G ^ 2)).congr_deriv ?_
    rcases eq_or_ne r 0 with rfl | hr
    · simp
    · rw [Real.sinc_of_ne_zero (mul_ne_zero hG hr), neg_mul, neg_neg]
      field_simp
  have hc : Continuous (fun r : ℝ => r * Real.sinc (G * r)) :=
    continuous_id.mul (Real.continuous_sinc.comp (continuous_const.mul continuous_id))
  rw [intervalIntegral.integral_eq_sub_of_hasDerivAt hd (hc.intervalIntegrable _ _),
    mul_zero, Real.cos_zero]
  ring
```

## (c) The value at zero wave number

**Task.** Compute $K(0)$ directly, without a limit.

**Solution.** Since $\mathrm{sinc}\,0=1$,

$$K(0)=4\pi\int_0^{R_c}r\,dr=4\pi\cdot\frac{R_c^2}{2}=2\pi R_c^2 .$$

```lean
/-- At zero wave number the transform of the truncated Coulomb potential is `2π Rc²`. -/
theorem transform_zero {Rc : ℝ} (hRc : 0 < Rc) :
    radialTransform (truncatedCoulomb Rc) 0 = 2 * π * Rc ^ 2 := by
  rw [transform_eq_integral_to_cutoff hRc]
  simp only [zero_mul, Real.sinc_zero, mul_one, integral_id]
  ring
```

## (d) One formula for every wave number

**Task.** Show that $K(G)=2\pi R_c^2\,\mathrm{sinc}^2(GR_c/2)$ for all $G$.

**Solution.** At $G=0$ this is part (c). Otherwise put $x=GR_c/2$. The half-angle identity $1-\cos 2x=2\sin^2x$ and $\sin x=x\,\mathrm{sinc}\,x$ give

$$K(G)=\frac{8\pi\sin^2x}{G^2}=\frac{8\pi x^2\,\mathrm{sinc}^2x}{G^2}=2\pi R_c^2\,\mathrm{sinc}^2x .$$

A program that tabulates the kernel on a reciprocal grid can use this form at every point, provided its sinc function is $\sin x/x$ (not the normalised $\sin(\pi x)/(\pi x)$) and returns 1 at zero. It also avoids the loss of digits in $1-\cos GR_c$ when $GR_c$ is small.

The Lean proof makes the same case split; `h` is the half-angle identity, obtained from the double-angle formula and $\sin^2+\cos^2=1$.

```lean
/-- A single formula for all wave numbers, zero included: the transform is
`2π Rc²` times the square of `sinc (G Rc / 2)`. -/
theorem transform_eq_sinc_sq {Rc : ℝ} (hRc : 0 < Rc) (G : ℝ) :
    radialTransform (truncatedCoulomb Rc) G
      = 2 * π * Rc ^ 2 * Real.sinc (G * Rc / 2) ^ 2 := by
  rcases eq_or_ne G 0 with rfl | hG
  · rw [transform_zero hRc]
    simp
  · have hx : G * Rc / 2 ≠ 0 := div_ne_zero (mul_ne_zero hG hRc.ne') two_ne_zero
    -- half-angle identity
    have h : Real.cos (G * Rc) = 1 - 2 * Real.sin (G * Rc / 2) ^ 2 := by
      have h1 := Real.cos_two_mul (G * Rc / 2)
      have h2 := Real.sin_sq_add_cos_sq (G * Rc / 2)
      rw [show 2 * (G * Rc / 2) = G * Rc by ring] at h1
      linarith
    rw [transform_of_ne_zero hRc hG, Real.sinc_of_ne_zero hx, h]
    generalize Real.sin (G * Rc / 2) = s
    have hR : Rc ≠ 0 := hRc.ne'
    field_simp
    ring
```

## (e) The singularity is removed

**Task.** Show that the closed form in (b) tends to $2\pi R_c^2$ as $G\to0$, and that this limit is $K(0)$.

**Solution.** For $G\ne0$ the closed form equals $2\pi R_c^2\,\mathrm{sinc}^2(GR_c/2)$, which is continuous in $G$ and has the value $2\pi R_c^2$ at $G=0$. Part (c) gives the same number for $K(0)$.

The theorem joins three statements: the closed form, its limit, and the value at zero. The filter `𝓝[≠] 0` means that $G$ approaches zero without reaching it. The restriction matters, because Lean evaluates the quotient at $G=0$ as $0$, not as $2\pi R_c^2$. The corresponding slip in a program is to keep the habit of setting the $G=0$ entry to zero after switching to the truncated kernel.

```lean
/-- The transform of the truncated Coulomb potential is `4π (1 - cos (G Rc)) / G²` for `G ≠ 0`, this
expression tends to `2π Rc²` as `G → 0`, and the transform at `G = 0` has that same value. -/
theorem truncation_removes_singularity {Rc : ℝ} (hRc : 0 < Rc) :
    (∀ G : ℝ, G ≠ 0 → radialTransform (truncatedCoulomb Rc) G
      = 4 * π * (1 - Real.cos (G * Rc)) / G ^ 2) ∧
    Tendsto (fun G : ℝ => 4 * π * (1 - Real.cos (G * Rc)) / G ^ 2)
      (𝓝[≠] 0) (𝓝 (2 * π * Rc ^ 2)) ∧
    radialTransform (truncatedCoulomb Rc) 0 = 2 * π * Rc ^ 2 := by
  refine ⟨fun G hG => transform_of_ne_zero hRc hG, ?_, transform_zero hRc⟩
  -- the sinc form is continuous through G = 0
  have hc : Continuous (fun G : ℝ => 2 * π * Rc ^ 2 * Real.sinc (G * Rc / 2) ^ 2) :=
    continuous_const.mul ((Real.continuous_sinc.comp
      (by fun_prop : Continuous fun G : ℝ => G * Rc / 2)).pow 2)
  have h := hc.tendsto 0
  simp only [zero_mul, zero_div, Real.sinc_zero, one_pow, mul_one] at h
  refine (h.mono_left nhdsWithin_le_nhds).congr' ?_
  filter_upwards [self_mem_nhdsWithin] with G hG
  rw [← transform_eq_sinc_sq hRc, transform_of_ne_zero hRc hG]
```

## (f) Bounds on the kernel

**Task.** Show that $0\le K(G)\le2\pi R_c^2$.

**Solution.** In the formula of (d), the square is nonnegative, and $-1\le\mathrm{sinc}\,x\le1$ makes it at most 1.

```lean
/-- The transform of the truncated Coulomb potential is nonnegative and never exceeds
`2π Rc²`. -/
theorem transform_bounds {Rc : ℝ} (hRc : 0 < Rc) (G : ℝ) :
    0 ≤ radialTransform (truncatedCoulomb Rc) G ∧
      radialTransform (truncatedCoulomb Rc) G ≤ 2 * π * Rc ^ 2 := by
  rw [transform_eq_sinc_sq hRc]
  have hs : Real.sinc (G * Rc / 2) ^ 2 ≤ 1 := by
    nlinarith [Real.sinc_le_one (G * Rc / 2), Real.neg_one_le_sinc (G * Rc / 2)]
  exact ⟨by positivity, mul_le_of_le_one_right (by positivity) hs⟩
```

## (g) Where the kernel vanishes

**Task.** For $G\ne0$, find the zeros of $K$.

**Solution.** By (b), $K(G)=0$ exactly when $\cos GR_c=1$, that is, when $GR_c=2\pi n$ for an integer $n$. Since $GR_c\neq0$, the integer $n=0$ does not occur.

The two directions of the Lean proof clear the nonzero factors $4\pi$ and $G^2$, and substitute $\cos GR_c=1$.

```lean
/-- At nonzero wave number the transform vanishes exactly when `G Rc` is an integer
multiple of `2π`. -/
theorem transform_eq_zero_iff {Rc G : ℝ} (hRc : 0 < Rc) (hG : G ≠ 0) :
    radialTransform (truncatedCoulomb Rc) G = 0 ↔ ∃ n : ℤ, (n : ℝ) * (2 * π) = G * Rc := by
  rw [transform_of_ne_zero hRc hG, ← Real.cos_eq_one_iff]
  have hp : 4 * π ≠ 0 := by positivity
  constructor
  · intro h
    have h1 := (div_eq_zero_iff.mp h).resolve_right (pow_ne_zero 2 hG)
    have h2 := (mul_eq_zero.mp h1).resolve_left hp
    linarith
  · intro h
    rw [h, sub_self, mul_zero, zero_div]
```

## (h) The kernel without truncation

**Task.** Show that $4\pi/G^2\to+\infty$ as $G\to0$.

**Solution.** Given $M>0$, the value exceeds $M$ whenever $0<|G|<\sqrt{4\pi/M}$.

Lean composes limits instead: $G^2$ tends to zero through positive values, so its inverse tends to $+\infty$, and the positive factor $4\pi$ preserves this. The expression $4\pi/G^2$ is taken as given here, not derived as a transform of $1/r$.

```lean
/-- The Coulomb kernel without truncation, `4π / G²`, diverges to `+∞` as `G → 0`. -/
theorem bare_kernel_diverges :
    Tendsto (fun G : ℝ => 4 * π / G ^ 2) (𝓝[≠] 0) atTop := by
  have h0 : Tendsto (fun G : ℝ => G ^ 2) (𝓝[≠] 0) (𝓝[>] 0) := by
    refine tendsto_nhdsWithin_iff.mpr ⟨?_, ?_⟩
    · have h := (continuous_pow 2 : Continuous fun G : ℝ => G ^ 2).tendsto 0
      rw [zero_pow two_ne_zero] at h
      exact h.mono_left nhdsWithin_le_nhds
    · filter_upwards [self_mem_nhdsWithin] with G hG
      have hG0 : G ≠ 0 := hG
      exact Set.mem_Ioi.mpr (by positivity)
  have hp : 0 < 4 * π := by positivity
  simpa only [div_eq_mul_inv, Function.comp_def] using
    (tendsto_inv_nhdsGT_zero.comp h0).const_mul_atTop hp

end

end TruncatedCoulombKernel
```

```lean
#print axioms TruncatedCoulombKernel.truncation_removes_singularity
-- 'TruncatedCoulombKernel.truncation_removes_singularity' depends on axioms: [propext, Classical.choice, Quot.sound]
#print axioms TruncatedCoulombKernel.transform_bounds
-- 'TruncatedCoulombKernel.transform_bounds' depends on axioms: [propext, Classical.choice, Quot.sound]
#print axioms TruncatedCoulombKernel.transform_eq_zero_iff
-- 'TruncatedCoulombKernel.transform_eq_zero_iff' depends on axioms: [propext, Classical.choice, Quot.sound]
#print axioms TruncatedCoulombKernel.bare_kernel_diverges
-- 'TruncatedCoulombKernel.bare_kernel_diverges' depends on axioms: [propext, Classical.choice, Quot.sound]
```

In a simulation of an isolated charge distribution in a periodic box, this spherical cutoff reproduces the free-space interaction if $R_c$ is at least the diameter of the distribution and every charge lies farther than $R_c$ from all charges in the periodic images. That condition on the box is a separate geometric argument, which the theorems above do not address.
